# A translation eigenvector of a spin ring is orthogonal to its twist at non-integer filling

On a ring of two spin-1/2 sites, numbered 0 and 1, with one spin up, the translation eigenvectors are \((|{\uparrow\downarrow}\rangle\pm|{\downarrow\uparrow}\rangle)/\sqrt2\) up to a factor, and a twist that multiplies the amplitude by \(-1\) when the up spin is on site 1 turns each into the other, which is orthogonal to it. On \(N\) sites the twist phase is \(\exp(2\pi i\sum_j j s_j/N)\), where \(s_j\) is the level of site \(j\), counted from 0 at the lowest \(S^z\) (for spin 1/2, down is 0 and up is 1). A translation eigenvector is again orthogonal to its twist whenever the total level \(M=\sum_j s_j\) is fixed and not divisible by \(N\).

```lean
import Mathlib

open Complex ComplexConjugate

namespace LiebSchultzMattisTwist

noncomputable section

/-- For `N > 0`, a configuration of a periodic chain of `N` sites, each with levels `0, …, d` (spin
`d/2`). -/
abbrev Config (N d : ℕ) := ZMod N → Fin (d + 1)

/-- A many-body wave function: one complex amplitude for each configuration. -/
abbrev State (N d : ℕ) := Config N d → ℂ

variable {N d : ℕ} [NeZero N]

/-- The sum of the levels over all sites; for `d = 1` it is the number of up spins. -/
def upCount (s : Config N d) : ℕ := ∑ j, (s j : ℕ)

/-- The configuration moved by one site around the ring. -/
def shift (s : Config N d) : Config N d := fun j => s (j + 1)

/-- The translation operator on wave functions. -/
def translate (ψ : State N d) : State N d := fun s => ψ (shift s)

/-- The twist phase `exp(2πi ∑ j s_j / N)`, with sites numbered `j = 0, …, N - 1` and `N > 0`. -/
def twistPhase (s : Config N d) : ℂ :=
  exp (2 * Real.pi * I * (∑ j : ZMod N, (j.val : ℂ) * ((s j : ℕ) : ℂ)) / N)

/-- The twist operator: each amplitude is multiplied by the twist phase. -/
def twist (ψ : State N d) : State N d := fun s => twistPhase s * ψ s

/-- The inner product of two wave functions. -/
def overlap (φ ψ : State N d) : ℂ := ∑ s, conj (φ s) * ψ s

/-- The wave function has weight only on configurations with total level `M`. -/
def InSector (M : ℕ) (ψ : State N d) : Prop := ∀ s, ψ s ≠ 0 → upCount s = M

/-- The phase `exp(2πi M / N)`, for `N > 0`. -/
def fluxPhase (N M : ℕ) : ℂ := exp (2 * Real.pi * I * M / N)

omit [NeZero N] in
private lemma fluxPhase_ne_zero (M : ℕ) : fluxPhase N M ≠ 0 := Complex.exp_ne_zero _

private lemma fluxPhase_eq (M : ℕ) :
    fluxPhase N M = ZMod.stdAddChar ((M : ℕ) : ZMod N) := by
  have h := ZMod.stdAddChar_coe (N := N) (M : ℤ)
  simp only [Int.cast_natCast] at h
  exact h.symm

private lemma fluxPhase_ne_one {M : ℕ} (h : ¬ N ∣ M) : fluxPhase N M ≠ 1 := by
  intro h1
  rw [fluxPhase_eq, ← AddChar.map_zero_eq_one (ZMod.stdAddChar (N := N))] at h1
  exact h ((CharP.cast_eq_zero_iff (ZMod N) N M).mp (ZMod.injective_stdAddChar h1))

private lemma twistPhase_eq (s : Config N d) :
    twistPhase s = ZMod.stdAddChar (∑ j : ZMod N, j * ((s j : ℕ) : ZMod N)) := by
  have h : (∑ j : ZMod N, j * ((s j : ℕ) : ZMod N)) =
      ((∑ j : ZMod N, (j.val : ℤ) * ((s j : ℕ) : ℤ) : ℤ) : ZMod N) := by
    rw [Int.cast_sum]
    refine Finset.sum_congr rfl fun j _ => ?_
    rw [Int.cast_mul, Int.cast_natCast, Int.cast_natCast, ZMod.natCast_zmod_val]
  rw [h, ZMod.stdAddChar_coe]
  simp only [twistPhase, Int.cast_sum, Int.cast_mul, Int.cast_natCast]

/-- Translation conserves the total level. -/
theorem upCount_shift (s : Config N d) : upCount (shift s) = upCount s :=
  Equiv.sum_comp (Equiv.addRight (1 : ZMod N)) (fun j => (s j : ℕ))

/-- Applying `shift` to a configuration divides its twist phase by `exp(2πi M / N)`, where `M` is
its total level. -/
theorem twistPhase_shift (s : Config N d) :
    twistPhase (shift s) * fluxPhase N (upCount s) = twistPhase s := by
  rw [twistPhase_eq, twistPhase_eq, fluxPhase_eq, ← AddChar.map_add_eq_mul]
  congr 1
  -- relabel the sites on the ring, `j ↦ j + 1`
  have h1 : ∑ j : ZMod N, j * ((s j : ℕ) : ZMod N) =
      ∑ j : ZMod N, (j + 1) * ((s (j + 1) : ℕ) : ZMod N) :=
    (Equiv.sum_comp (Equiv.addRight (1 : ZMod N))
      (fun j => j * ((s j : ℕ) : ZMod N))).symm
  have h2 : ((upCount s : ℕ) : ZMod N) = ∑ j : ZMod N, ((s (j + 1) : ℕ) : ZMod N) := by
    rw [upCount, Nat.cast_sum]
    exact (Equiv.sum_comp (Equiv.addRight (1 : ZMod N))
      (fun j => ((s j : ℕ) : ZMod N))).symm
  rw [h1, h2, ← Finset.sum_add_distrib]
  refine Finset.sum_congr rfl fun j _ => ?_
  simp only [shift]
  ring

/-- Translation preserves inner products. -/
theorem overlap_translate (φ ψ : State N d) :
    overlap (translate φ) (translate ψ) = overlap φ ψ :=
  Equiv.sum_comp (Equiv.arrowCongr (Equiv.addRight (1 : ZMod N)).symm (Equiv.refl (Fin (d + 1))))
    (fun s => conj (φ s) * ψ s)

private lemma overlap_smul (a b : ℂ) (φ ψ : State N d) :
    overlap (a • φ) (b • ψ) = conj a * b * overlap φ ψ := by
  simp only [overlap, Pi.smul_apply, smul_eq_mul, map_mul, Finset.mul_sum]
  refine Finset.sum_congr rfl fun s _ => ?_
  ring

private lemma eq_zero_of_overlap_self {ψ : State N d} (h : overlap ψ ψ = 0) : ψ = 0 := by
  have h1 : ((∑ s, normSq (ψ s) : ℝ) : ℂ) = 0 := by
    rw [← h, overlap, Complex.ofReal_sum]
    exact Finset.sum_congr rfl fun s _ => Complex.normSq_eq_conj_mul_self
  have h2 := (Finset.sum_eq_zero_iff_of_nonneg
    (fun s _ => Complex.normSq_nonneg (ψ s))).mp (Complex.ofReal_eq_zero.mp h1)
  funext s
  exact Complex.normSq_eq_zero.mp (h2 s (Finset.mem_univ s))

/-- If `ψ` has total level `M` and is multiplied by `c` under translation, then the twisted
state is multiplied by `c / exp(2πi M / N)`. -/
theorem translate_twist {M : ℕ} {c : ℂ} {ψ : State N d} (hψ : InSector M ψ)
    (hT : translate ψ = c • ψ) :
    translate (twist ψ) = (c / fluxPhase N M) • twist ψ := by
  funext s
  have hs : ψ (shift s) = c * ψ s := congrFun hT s
  have hf := fluxPhase_ne_zero (N := N) M
  show twistPhase (shift s) * ψ (shift s) = c / fluxPhase N M * (twistPhase s * ψ s)
  by_cases h : ψ (shift s) = 0
  · have h0 : c * ψ s = 0 := by rw [← hs, h]
    rw [h]
    linear_combination (-(twistPhase s / fluxPhase N M)) * h0
  · have hM : upCount s = M := by
      rw [← upCount_shift]
      exact hψ _ h
    have hp := twistPhase_shift s
    rw [hM] at hp
    rw [hs, ← hp]
    field_simp

/-- A translation eigenvector with total level `M` is orthogonal to its twisted state
whenever the number of sites `N` does not divide `M`. -/
theorem twist_orthogonal {M : ℕ} {c : ℂ} {ψ : State N d} (hψ : InSector M ψ)
    (hT : translate ψ = c • ψ) (hM : ¬ N ∣ M) : overlap ψ (twist ψ) = 0 := by
  have hf := fluxPhase_ne_zero (N := N) M
  have hU := overlap_translate ψ (twist ψ)
  rw [translate_twist hψ hT, hT, overlap_smul] at hU
  have hn := overlap_translate ψ ψ
  rw [hT, overlap_smul] at hn
  by_cases hB : overlap ψ ψ = 0
  · rw [eq_zero_of_overlap_self hB]
    simp [overlap]
  · -- the translation eigenvalue is a pure phase
    have hc : conj c * c = 1 := mul_right_cancel₀ hB (by rw [hn, one_mul])
    have h1 : conj c * c * overlap ψ (twist ψ) = fluxPhase N M * overlap ψ (twist ψ) := by
      calc conj c * c * overlap ψ (twist ψ)
          = fluxPhase N M * (conj c * (c / fluxPhase N M) * overlap ψ (twist ψ)) := by
            field_simp
        _ = fluxPhase N M * overlap ψ (twist ψ) := by rw [hU]
    rw [hc, one_mul] at h1
    have h2 : (fluxPhase N M - 1) * overlap ψ (twist ψ) = 0 := by
      linear_combination -h1
    exact (mul_eq_zero.mp h2).resolve_left (sub_ne_zero.mpr (fluxPhase_ne_one hM))

/-- For a spin-1/2 ring, a translation eigenvector with `M` up spins, `0 < M < N`, is
orthogonal to its twisted state. -/
theorem twist_orthogonal_spin_half {M : ℕ} {c : ℂ} {ψ : State N 1} (hψ : InSector M ψ)
    (hT : translate ψ = c • ψ) (h0 : 0 < M) (hN : M < N) : overlap ψ (twist ψ) = 0 :=
  twist_orthogonal hψ hT fun h => absurd (Nat.le_of_dvd h0 h) (not_le_of_gt hN)

/-- For half-odd-integer spin `d/2`, a translation eigenvector of zero magnetisation,
`M = N d / 2`, is orthogonal to its twisted state. -/
theorem twist_orthogonal_zero_magnetisation {M : ℕ} {c : ℂ} {ψ : State N d}
    (hψ : InSector M ψ) (hT : translate ψ = c • ψ) (hd : Odd d) (hM : 2 * M = N * d) :
    overlap ψ (twist ψ) = 0 := by
  refine twist_orthogonal hψ hT ?_
  rintro ⟨k, rfl⟩
  have h : N * (2 * k) = N * d := by rw [← hM]; ring
  have h2 := Nat.eq_of_mul_eq_mul_left (Nat.pos_of_ne_zero (NeZero.ne N)) h
  obtain ⟨m, hm⟩ := hd
  omega

/-- The product state with every site in level `a`. -/
def uniformState (a : Fin (d + 1)) : State N d := fun s => if s = (fun _ => a) then 1 else 0

/-- The uniform product state has total level `N a`, is translation invariant, and is not
orthogonal to its twisted state. -/
theorem uniformState_not_orthogonal (a : Fin (d + 1)) :
    InSector (N * (a : ℕ)) (uniformState a : State N d) ∧
    translate (uniformState a : State N d) = uniformState a ∧
    overlap (uniformState a : State N d) (twist (uniformState a)) ≠ 0 := by
  refine ⟨?_, ?_, ?_⟩
  · intro s hs
    have h : s = fun _ => a := by
      by_contra h
      exact hs (if_neg h)
    rw [h]
    simp [upCount, ZMod.card]
  · funext s
    have h : shift s = (fun _ => a) ↔ s = (fun _ => a) := by
      constructor
      · intro h
        funext j
        have hj : s (j - 1 + 1) = a := congrFun h (j - 1)
        rwa [sub_add_cancel] at hj
      · intro h
        rw [h]
        rfl
    simp only [translate, uniformState, h]
  · have h0 : twistPhase (fun _ => a : Config N d) ≠ 0 := Complex.exp_ne_zero _
    rw [overlap, Finset.sum_eq_single (fun _ => a : Config N d)]
    · simpa [twist, uniformState] using h0
    · intro s _ hs
      simp [uniformState, hs]
    · intro h
      exact absurd (Finset.mem_univ _) h

end

end LiebSchultzMattisTwist
```

```lean
#print axioms LiebSchultzMattisTwist.twist_orthogonal_spin_half
#print axioms LiebSchultzMattisTwist.twist_orthogonal_zero_magnetisation
#print axioms LiebSchultzMattisTwist.uniformState_not_orthogonal
```

```
'LiebSchultzMattisTwist.twist_orthogonal_spin_half' depends on axioms: [propext, Classical.choice, Quot.sound]
'LiebSchultzMattisTwist.twist_orthogonal_zero_magnetisation' depends on axioms: [propext, Classical.choice, Quot.sound]
'LiebSchultzMattisTwist.uniformState_not_orthogonal' depends on axioms: [propext, Classical.choice, Quot.sound]
```

## States, translation and twist on the ring

A `Config N d` gives each site of the periodic chain `ZMod N` a level \(s_j\in\{0,\dots,d\}\). This is a spin \(d/2\) with \(S^z_j=s_j-d/2\), so \(d=1\) means down or up. A `State N d` is any complex function \(\psi\) of configurations, not necessarily normalised, and `overlap` is the usual inner product, conjugate-linear in its first argument.

Translation \(T\) acts by \((T\psi)(s)=\psi(s')\) with \(s'_j=s_{j+1}\). The twist \(U\) multiplies \(\psi(s)\) by \(u(s)=e^{2\pi i Q(s)/N}\), where \(Q(s)=\sum_{j=0}^{N-1}j s_j\). Using \(S^z_j\) in place of \(s_j\) would change \(U\) only by a constant phase.

The theorem `twist_orthogonal` has three hypotheses:

- `InSector M ψ`: only configurations of total level \(M\) have weight, which means fixed magnetisation.
- `translate ψ = c • ψ`: the state has a definite lattice momentum, encoded in \(c\).
- `¬ N ∣ M`: the filling \(M/N\) is not an integer.

Its conclusion is \(\langle\psi|U\psi\rangle=0\). For spin 1/2 the last hypothesis follows from \(0<M<N\). At zero magnetisation, \(2M=Nd\), it follows from \(d\) being odd: \(M=Nk\) would give \(d=2k\). The smallest ring with an allowed \(M\) has \(N=2\), since 1 divides every \(M\).

## The twist shifts the momentum

Put \(k=j+1\) and use \(s_N=s_0\):

\[
Q(s')=\sum_{k=1}^{N}(k-1)s_k=Q(s)-M+N s_0 .
\]

The boundary term \(N s_0\) contributes a factor \(e^{2\pi i s_0}=1\). With \(f=e^{2\pi i M/N}\) this gives \(u(s')\,f=u(s)\), which is `twistPhase_shift`. In Lean, `twistPhase_eq` first writes the phase as a character of `ZMod N`, where multiples of \(N\) vanish, and `Equiv.sum_comp` then relabels the sites.

If \(T\psi=c\psi\), it follows that

\[
(TU\psi)(s)=u(s')\psi(s')=\frac{u(s)}{f}\,c\,\psi(s)=\frac{c}{f}(U\psi)(s).
\]

This is `translate_twist`. Its proof treats configurations with \(\psi(s')=0\) separately, because both sides vanish there; elsewhere the sector hypothesis fixes the total level to \(M\).

## Different momenta give zero overlap

Translation only permutes configurations, so it preserves inner products (`overlap_translate`). Applied to \(\psi\) with itself, this gives \(|c|^2\langle\psi|\psi\rangle=\langle\psi|\psi\rangle\), hence \(|c|=1\) unless \(\psi=0\), when the claim is trivial. Applied to \(\psi\) and \(U\psi\), it gives

\[
\langle\psi|U\psi\rangle=\bar c\,\frac{c}{f}\,\langle\psi|U\psi\rangle=\frac1f\,\langle\psi|U\psi\rangle .
\]

Since \(N\nmid M\), `fluxPhase_ne_one` gives \(f\ne1\), and the overlap is zero. The proof of `twist_orthogonal` follows these lines, with `overlap_smul` extracting the eigenvalues.

## Where orthogonality fails

If \(N\) divides \(M\), the overlap can survive. `uniformState_not_orthogonal` shows this for the product state with every site in level \(a\): it has \(M=Na\), is translation invariant, and overlaps with its twist.

Two sites of spin 1/2 are enough to test the other hypotheses. The state \(|{\uparrow\downarrow}\rangle\) has \(M=1\) but is not a translation eigenvector; its twist is itself, so the overlap is 1. The translation-invariant state \((|{\downarrow\downarrow}\rangle+|{\uparrow\downarrow}\rangle+|{\downarrow\uparrow}\rangle)/\sqrt3\) also has weight at \(M=0\), which 2 divides, and its overlap is \((1+1-1)/3=1/3\).

## Its place in the Lieb–Schultz–Mattis argument

No Hamiltonian appears here, so nothing is said about energies or gaps. The Lieb–Schultz–Mattis argument also needs a bound on the energy cost of the twist; orthogonality then makes the twisted ground state a trial state for an excitation or a second ground state. In exact diagonalisation of a finite, translation-invariant ring with conserved magnetisation, the twist takes a state from one momentum block into a different one whenever \(N\nmid M\).
